# Stopping short of the optimal constraint multiplier lowers \(W\) by at most the residual times the multiplier error

Let \(H\) and \(C\) be finite Hermitian matrices and \(c\) a real target for \(\langle C\rangle\). For a real multiplier \(V\), let \(W(V)\) be the lowest eigenvalue of \(H+V(C-c)\), and suppose that \(W\) has a maximum at \(V_0\). If \(\psi\) is a unit ground vector at \(V\), with population residual \(r=\langle\psi,C\psi\rangle-c\), then

\[
0\;\le\;W(V_0)-W(V)\;\le\;r\,(V_0-V).
\]

The unconverged functional is never too high, and its error is at most a product of two errors: the one left in the population and the one left in the multiplier.

## Stopping the search for \(V\) at a finite tolerance

A constrained calculation, such as one that fixes the charge on a fragment, can search for the multiplier by maximising \(W\), and it stops when \(|r|\) falls below a threshold. The bound says what that threshold means for the energy in a finite matrix model with fixed \(H\).

- **Error estimate.** \(V_0\) is unknown during the search, but if \(V\) and \(V_0\) both lie in a bracket of width \(b\), the error in \(W\) is at most \(|r|\,b\).
- **Search direction.** The two inequalities together give \(r(V_0-V)\ge 0\). A positive residual therefore means \(V_0\ge V\), and a negative one means \(V_0\le V\).
- **Which energy is printed.** The bare energy \(\langle\psi,H\psi\rangle\) equals \(W(V)-Vr\). It differs from \(W(V_0)\) by an amount between \(Vr\) and \(V_0r\), so when \(V_0\neq0\) its error is in general of first order in the residual.

If the ground state at \(V_0\) is nondegenerate, perturbation theory makes \(r\) vanish at least linearly as \(V\to V_0\), and the error in \(W\) is then at least quadratically small. At a level crossing \(r\) can stay finite, and the error is then only linear in \(V_0-V\), as the two-level example below shows.

## The ground vector at \(V\) as a trial vector at \(V_0\)

**Variational principle.** Let \(A\) be Hermitian with orthonormal eigenvectors \(v_j\), eigenvalues \(a_j\) and lowest eigenvalue \(a_{\min}\). Expand a unit vector as \(\varphi=\sum_j x_jv_j\). Then

\[
\langle\varphi,A\varphi\rangle-a_{\min}=\sum_j(a_j-a_{\min})|x_j|^2\ge 0 .
\]

**Expectation value with the multiplier.** Since \(\langle\psi,\psi\rangle=1\), for every real \(U\)

\[
\langle\psi,(H+U(C-c))\psi\rangle=\langle\psi,H\psi\rangle+U\big(\langle\psi,C\psi\rangle-c\big)=\langle\psi,H\psi\rangle+Ur .
\]

At \(U=V\) the vector \(\psi\) is a ground vector, so the left side is \(W(V)\):

\[
W(V)=\langle\psi,H\psi\rangle+Vr .
\]

**Tangent line.** At any other \(U\), \(\psi\) is only a trial vector, and the variational principle gives

\[
W(U)\le\langle\psi,H\psi\rangle+Ur=W(V)+r\,(U-V).
\]

**Error bound.** Setting \(U=V_0\) gives the upper bound. The lower bound is \(W(V)\le W(V_0)\), which holds because \(V_0\) maximises \(W\).

**Bare energy.** Substituting \(W(V)=\langle\psi,H\psi\rangle+Vr\) into both inequalities and adding \(Vr\) throughout gives

\[
Vr\le W(V_0)-\langle\psi,H\psi\rangle\le V_0r .
\]

**A case of equality.** Take \(H=0\), \(C=\sigma_z=\mathrm{diag}(1,-1)\) and \(c=0\). The eigenvalues of \(V\sigma_z\) are \(V\) and \(-V\), so \(W(V)=-|V|\), with its maximum at \(V_0=0\). For \(V>0\) the ground vector is \((0,1)\), with \(r=-1\). The error is \(W(0)-W(V)=V\), and the bound is \((-1)(0-V)=V\). No constant factor below one can therefore be put in front of \(r(V_0-V)\) in general.

## Lean source for the bound and the two-level example

```lean
import Mathlib

open Matrix
open scoped ComplexOrder

namespace MultiplierConvergenceError

noncomputable section

variable {n : Type*} [Fintype n] [DecidableEq n]

/-- The lowest eigenvalue of a Hermitian matrix of positive size, as the infimum of its real
spectrum. -/
def lowest (A : Matrix n n ℂ) : ℝ := sInf (spectrum ℝ A)

/-- The expectation value `⟨ψ, A ψ⟩` of a Hermitian matrix in a unit vector (its real part). -/
def expect (A : Matrix n n ℂ) (ψ : n → ℂ) : ℝ := (star ψ ⬝ᵥ A *ᵥ ψ).re

/-- A ground vector: a unit eigenvector belonging to the lowest eigenvalue. -/
def IsGround (A : Matrix n n ℂ) (ψ : n → ℂ) : Prop :=
  star ψ ⬝ᵥ ψ = 1 ∧ A *ᵥ ψ = (lowest A : ℂ) • ψ

/-- The Hamiltonian `H + V (C - c)` with multiplier `V` for the constraint `⟨C⟩ = c`. -/
def constrainedH (H C : Matrix n n ℂ) (c V : ℝ) : Matrix n n ℂ :=
  H + (V : ℂ) • (C - (c : ℂ) • (1 : Matrix n n ℂ))

/-- The functional `W(V)`: for Hermitian `H` and `C` of positive size, the lowest eigenvalue of
`H + V (C - c)`. -/
def W (H C : Matrix n n ℂ) (c V : ℝ) : ℝ := lowest (constrainedH H C c V)

/-- The population residual `⟨ψ, C ψ⟩ - c`. -/
def residual (C : Matrix n n ℂ) (c : ℝ) (ψ : n → ℂ) : ℝ := expect C ψ - c

omit [Fintype n] in
/-- For Hermitian `H` and `C` the Hamiltonian with multiplier is Hermitian. -/
theorem constrainedH_isHermitian {H C : Matrix n n ℂ} (hH : H.IsHermitian)
    (hC : C.IsHermitian) (c V : ℝ) : (constrainedH H C c V).IsHermitian := by
  show (constrainedH H C c V)ᴴ = constrainedH H C c V
  simp [constrainedH, conjTranspose_add, conjTranspose_sub, conjTranspose_smul, hH.eq, hC.eq]

/-- Every Hermitian matrix of positive size has a ground vector. -/
theorem exists_ground [Nonempty n] {A : Matrix n n ℂ} (hA : A.IsHermitian) :
    ∃ ψ, IsGround A ψ := by
  -- the spectrum is finite and nonempty, so its infimum is an eigenvalue
  have hmem : lowest A ∈ Set.range hA.eigenvalues := by
    unfold lowest
    rw [hA.spectrum_real_eq_range_eigenvalues]
    exact (Set.range_nonempty _).csInf_mem (Set.finite_range _)
  obtain ⟨j, hj⟩ := hmem
  refine ⟨(hA.eigenvectorBasis j).ofLp, ?_, ?_⟩
  · have h := inner_self_eq_norm_sq_to_K (𝕜 := ℂ) (hA.eigenvectorBasis j)
    rw [hA.eigenvectorBasis.orthonormal.1 j, EuclideanSpace.inner_eq_star_dotProduct,
      dotProduct_comm] at h
    simpa using h
  · rw [hA.mulVec_eigenvectorBasis j, hj]
    ext i
    simp

/-- Variational principle: the lowest eigenvalue of a Hermitian matrix is at most its
expectation value in any unit vector. -/
theorem lowest_le_expect {A : Matrix n n ℂ} (hA : A.IsHermitian) {φ : n → ℂ}
    (hφ : star φ ⬝ᵥ φ = 1) : lowest A ≤ expect A φ := by
  have hB : (A - algebraMap ℝ (Matrix n n ℂ) (lowest A)).IsHermitian := by
    refine hA.sub ?_
    simp [Matrix.IsHermitian, Algebra.algebraMap_eq_smul_one, conjTranspose_smul]
  -- the shifted matrix has no negative eigenvalue
  have hpos : (A - algebraMap ℝ (Matrix n n ℂ) (lowest A)).PosSemidef := by
    refine hB.posSemidef_iff_eigenvalues_nonneg.mpr fun j => ?_
    show (0 : ℝ) ≤ hB.eigenvalues j
    have hj : hB.eigenvalues j ∈
        spectrum ℝ (A - algebraMap ℝ (Matrix n n ℂ) (lowest A)) := by
      rw [hB.spectrum_real_eq_range_eigenvalues]
      exact ⟨j, rfl⟩
    have hs : hB.eigenvalues j + lowest A ∈ spectrum ℝ A := by
      rw [spectrum.mem_iff] at hj ⊢
      have e : algebraMap ℝ (Matrix n n ℂ) (hB.eigenvalues j + lowest A) - A =
          algebraMap ℝ (Matrix n n ℂ) (hB.eigenvalues j) -
            (A - algebraMap ℝ (Matrix n n ℂ) (lowest A)) := by
        rw [map_add]
        abel
      rwa [e]
    have hbdd : BddBelow (spectrum ℝ A) := by
      rw [hA.spectrum_real_eq_range_eigenvalues]
      exact (Set.finite_range _).bddBelow
    have hle : lowest A ≤ hB.eigenvalues j + lowest A := csInf_le hbdd hs
    linarith
  have h := (Complex.le_def.mp (hpos.dotProduct_mulVec_nonneg φ)).1
  rw [Algebra.algebraMap_eq_smul_one, sub_mulVec, smul_mulVec, one_mulVec,
    dotProduct_sub, dotProduct_smul, hφ] at h
  simp at h
  unfold expect
  linarith

/-- In a unit vector the Hamiltonian with multiplier has expectation value
`⟨H⟩ + V r`, where `r` is the population residual. -/
theorem expect_constrainedH (H C : Matrix n n ℂ) (c V : ℝ) {ψ : n → ℂ}
    (hψ : star ψ ⬝ᵥ ψ = 1) :
    expect (constrainedH H C c V) ψ = expect H ψ + V * residual C c ψ := by
  simp only [expect, residual, constrainedH, add_mulVec, smul_mulVec, sub_mulVec, one_mulVec,
    dotProduct_add, dotProduct_smul, dotProduct_sub, hψ, smul_eq_mul, mul_one,
    Complex.add_re, Complex.re_ofReal_mul, Complex.sub_re, Complex.ofReal_re]

/-- At a ground vector for multiplier `V`, the functional is `W(V) = ⟨H⟩ + V r`. -/
theorem W_eq_of_ground {H C : Matrix n n ℂ} {c V : ℝ} {ψ : n → ℂ}
    (hψ : IsGround (constrainedH H C c V) ψ) :
    W H C c V = expect H ψ + V * residual C c ψ := by
  rw [← expect_constrainedH H C c V hψ.1, expect, hψ.2, dotProduct_smul, hψ.1]
  simp [W]

/-- The residual of a ground vector at `V` gives a line through `W(V)` that lies on or above
`W` at every multiplier `U`, for Hermitian `H` and `C`. -/
theorem W_le_tangent {H C : Matrix n n ℂ} (hH : H.IsHermitian) (hC : C.IsHermitian)
    {c V : ℝ} {ψ : n → ℂ} (hψ : IsGround (constrainedH H C c V) ψ) (U : ℝ) :
    W H C c U ≤ W H C c V + residual C c ψ * (U - V) := by
  -- the ground vector at `V` serves as trial vector at `U`
  have h : W H C c U ≤ expect (constrainedH H C c U) ψ :=
    lowest_le_expect (constrainedH_isHermitian hH hC c U) hψ.1
  rw [expect_constrainedH H C c U hψ.1] at h
  rw [W_eq_of_ground hψ]
  linarith

/-- Multiplier convergence error: for Hermitian `H` and `C`, if `V0` maximises `W` and `ψ` is a
ground vector at `V`, then `W(V)` lies below `W(V0)` by at most the population residual times
the multiplier error. -/
theorem multiplier_convergence_error {H C : Matrix n n ℂ} (hH : H.IsHermitian)
    (hC : C.IsHermitian) {c V V0 : ℝ} (hmax : ∀ U, W H C c U ≤ W H C c V0)
    {ψ : n → ℂ} (hψ : IsGround (constrainedH H C c V) ψ) :
    0 ≤ W H C c V0 - W H C c V ∧
      W H C c V0 - W H C c V ≤ residual C c ψ * (V0 - V) := by
  have h := W_le_tangent hH hC hψ V0
  exact ⟨by linarith [hmax V], by linarith⟩

/-- Bare energy error: for Hermitian `H` and `C`, if `V0` maximises `W` and `ψ` is a ground vector
at `V` with population residual `r`, then the difference `W(V0) - ⟨ψ, H ψ⟩` is at least `V r` and at
most `V0 r`. -/
theorem bare_energy_error {H C : Matrix n n ℂ} (hH : H.IsHermitian)
    (hC : C.IsHermitian) {c V V0 : ℝ} (hmax : ∀ U, W H C c U ≤ W H C c V0)
    {ψ : n → ℂ} (hψ : IsGround (constrainedH H C c V) ψ) :
    V * residual C c ψ ≤ W H C c V0 - expect H ψ ∧
      W H C c V0 - expect H ψ ≤ V0 * residual C c ψ := by
  obtain ⟨h1, h2⟩ := multiplier_convergence_error hH hC hmax hψ
  rw [W_eq_of_ground hψ] at h1 h2
  exact ⟨by linarith, by linarith⟩

/-- The population difference of a two-level system. -/
def sigmaZ : Matrix (Fin 2) (Fin 2) ℂ := !![1, 0; 0, -1]

/-- For `H = 0`, `C = sigmaZ` and `c = 0` the functional is `W(V) = -|V|`. -/
theorem W_twoLevel (V : ℝ) : W 0 sigmaZ 0 V = -|V| := by
  have hZ : sigmaZ.IsHermitian := by
    ext i j
    fin_cases i <;> fin_cases j <;> simp [sigmaZ]
  have hK := constrainedH_isHermitian (Matrix.isHermitian_zero (n := Fin 2) (α := ℂ)) hZ 0 V
  apply le_antisymm
  · -- the two basis vectors as trial vectors
    have h0 := lowest_le_expect hK (φ := ![1, 0]) (by simp [dotProduct, Fin.sum_univ_two])
    have h1 := lowest_le_expect hK (φ := ![0, 1]) (by simp [dotProduct, Fin.sum_univ_two])
    rw [expect_constrainedH _ _ _ _ (by simp [dotProduct, Fin.sum_univ_two])] at h0 h1
    simp [expect, residual, sigmaZ, mulVec, dotProduct, Fin.sum_univ_two] at h0 h1
    change W 0 sigmaZ 0 V ≤ V at h0
    change W 0 sigmaZ 0 V ≤ -V at h1
    rcases abs_cases V with ⟨h, _⟩ | ⟨h, _⟩ <;> rw [h] <;> linarith
  · obtain ⟨ψ, hψ⟩ := exists_ground hK
    have hu : (ψ 0).re ^ 2 + (ψ 0).im ^ 2 + ((ψ 1).re ^ 2 + (ψ 1).im ^ 2) = 1 := by
      have h := congrArg Complex.re hψ.1
      simp [dotProduct, Fin.sum_univ_two] at h
      linarith
    have hr : residual sigmaZ 0 ψ =
        (ψ 0).re ^ 2 + (ψ 0).im ^ 2 - ((ψ 1).re ^ 2 + (ψ 1).im ^ 2) := by
      simp [residual, expect, sigmaZ, mulVec, dotProduct, Fin.sum_univ_two]
      ring
    have hE : expect (0 : Matrix (Fin 2) (Fin 2) ℂ) ψ = 0 := by simp [expect]
    -- the population difference lies between -1 and 1
    have hb : |residual sigmaZ 0 ψ| ≤ 1 := by
      rw [hr, abs_le]
      constructor <;> nlinarith [sq_nonneg (ψ 0).re, sq_nonneg (ψ 0).im,
        sq_nonneg (ψ 1).re, sq_nonneg (ψ 1).im]
    rw [W_eq_of_ground hψ, hE, zero_add]
    have h1 := neg_abs_le (V * residual sigmaZ 0 ψ)
    rw [abs_mul] at h1
    have h2 := mul_le_mul_of_nonneg_left hb (abs_nonneg V)
    linarith

/-- The error bound is sharp: for `H = 0`, `C = sigmaZ`, `c = 0` the multiplier `0` maximises
`W`, and for every `V > 0` the ground vector `(0, 1)` attains equality. -/
theorem error_bound_sharp {V : ℝ} (hV : 0 < V) :
    (∀ U, W 0 sigmaZ 0 U ≤ W 0 sigmaZ 0 0) ∧
      IsGround (constrainedH 0 sigmaZ 0 V) ![0, 1] ∧
      W 0 sigmaZ 0 0 - W 0 sigmaZ 0 V = residual sigmaZ 0 ![0, 1] * (0 - V) := by
  refine ⟨fun U => ?_, ⟨?_, ?_⟩, ?_⟩
  · rw [W_twoLevel, W_twoLevel, abs_zero]
    linarith [abs_nonneg U]
  · simp [dotProduct, Fin.sum_univ_two]
  · have hW : lowest (constrainedH 0 sigmaZ 0 V) = -V := by
      have h := W_twoLevel V
      rwa [abs_of_pos hV] at h
    rw [hW]
    ext i
    fin_cases i <;> simp [constrainedH, sigmaZ, mulVec, dotProduct, Fin.sum_univ_two]
  · rw [W_twoLevel, W_twoLevel, abs_zero, abs_of_pos hV]
    simp [residual, expect, sigmaZ, mulVec, dotProduct, Fin.sum_univ_two]

end

end MultiplierConvergenceError
```

```lean
#print axioms MultiplierConvergenceError.multiplier_convergence_error
#print axioms MultiplierConvergenceError.bare_energy_error
#print axioms MultiplierConvergenceError.error_bound_sharp
```

```
'MultiplierConvergenceError.multiplier_convergence_error' depends on axioms: [propext, Classical.choice, Quot.sound]
'MultiplierConvergenceError.bare_energy_error' depends on axioms: [propext, Classical.choice, Quot.sound]
'MultiplierConvergenceError.error_bound_sharp' depends on axioms: [propext, Classical.choice, Quot.sound]
```

## Exact ground vectors and an assumed maximiser

**The statement in words.** `multiplier_convergence_error` takes complex matrices `H` and `C` over a finite index type, with proofs `hH` and `hC` that they are Hermitian. The numbers `c`, `V` and `V0` are real. The hypothesis `hmax` says that `V0` is a global maximiser of `W`, and `hψ` says that `ψ` is a ground vector at `V`. The conclusion is the pair of inequalities at the top of this note.

The definitions fix the conventions:

- `lowest` is the infimum of the real spectrum, which for a Hermitian matrix of positive size is its lowest eigenvalue.
- `expect` is the real part of \(\psi^\dagger A\psi\). For Hermitian \(A\) this is the whole value.
- `IsGround` requires both normalisation and the eigenvalue equation with `lowest A`. Degeneracy is allowed, and any unit vector in the ground eigenspace will do.
- `constrainedH` adds the constraint with a plus sign and includes the shift by \(c\). A code that uses \(H-V(C-c)\) must reverse the sign of its multiplier, and one that omits the shift must subtract \(Vc\) from its eigenvalue.
- `residual` is the population minus the target, in that order.

**How the file proves it.** `lowest_le_expect` is the variational principle. It shows that an eigenvalue of the shifted matrix, plus `lowest A`, lies in the spectrum of `A` and so is at least `lowest A`. The shifted matrix is therefore positive semidefinite, and its nonnegative quadratic form in a unit vector gives the claim. This replaces the eigenvector expansion above.

`constrainedH_isHermitian` allows that principle to be applied at every multiplier. `expect_constrainedH` expands the expectation value by linearity, and `W_eq_of_ground` identifies it with `W` at a ground vector. `W_le_tangent` combines them into the tangent line, with `linarith` doing the final rearrangement. The main theorem uses the line at `V0` together with `hmax V`, and `bare_energy_error` rewrites the result in terms of \(\langle\psi,H\psi\rangle\).

`exists_ground` shows that a Hermitian matrix of positive size has a ground vector: its spectrum is the finite, nonempty set of eigenvalues, so the infimum is one of them. A suitable `ψ` thus exists at every `V`.

In `W_twoLevel`, the two basis vectors serve as trial vectors and give \(W(V)\le-|V|\). For the reverse inequality, a ground vector has \(W(V)=Vr\) with \(|r|\le1\), hence \(W(V)\ge-|V|\). `error_bound_sharp` then verifies the maximiser, the ground vector and the equality for every \(V>0\).

**What the theorem assumes.**

- *A maximiser.* Its existence is assumed, and it requires a target that some state of the system reaches. With \(H=0\), \(C=\sigma_z\) and \(c=2\), no state has the required population, and \(W(V)=|V|\) for \(V<0\) grows without limit. A target strictly between the smallest and largest eigenvalues of \(C\) is enough for a maximum to exist.
- *An exact eigenvector.* An iterative eigensolver returns an approximate \(\psi\), whose expectation value \(\langle\psi,H\psi\rangle+Vr\) lies at or above \(W(V)\) and may even exceed \(W(V_0)\). The eigensolver's error has to be controlled separately, as does rounding.
- *A fixed Hamiltonian.* \(H\) may be a many-electron matrix in a finite orthonormal basis, but it doesn't depend on \(\psi\) or \(V\). The theorem doesn't treat a self-consistent field, in which \(H\) changes with the density.
- *One constraint.* There is a single real multiplier and a single operator \(C\).
